# Block structure of the direct and exchange matrices in a basis of purely large and purely small spinors

A four-component Dirac-Hartree-Fock calculation rebuilds its Fock matrix in every iteration. If each basis spinor is purely large ($L$, only upper components) or purely small ($S$, only lower components), the Coulomb part can be assembled block by block. The direct matrix $J$ needs only the density blocks $D_{LL}$ and $D_{SS}$ and has no off-diagonal blocks, and each block of the exchange matrix $K$ needs only the same block of $D$. Of the sixteen ways to distribute $L$ and $S$ over a Coulomb integral $(pq,rs)$, where $p,q$ belong to the first electron and $r,s$ to the second, only $(LL,LL)$, $(LL,SS)$, $(SS,LL)$ and $(SS,SS)$ can be nonzero, and $(SS,LL)$ follows from $(LL,SS)$ by exchanging the two electrons.

## Spinors and their integrals

```lean
import Mathlib

open Matrix Sum MeasureTheory

namespace DiracHartreeFockBlocks

noncomputable section

variable {L S P Q R T : Type*}
```

`L` and `S` are the sets of labels for large and small basis spinors. The basis is indexed by their disjoint union `L ⊕ S`, whose elements are written `inl p` for $p\in L$ and `inr p` for $p\in S$. The other letters stand for arbitrary index sets.

```lean
/-- Points of three-dimensional space. -/
abbrev Space := EuclideanSpace ℝ (Fin 3)
```

A point $x$ is a vector in $\mathbb R^3$ with the Euclidean norm.

```lean
/-- Four-component spinor fields, with two upper (left) and two lower (right) components. -/
abbrev Spinor := Space → Fin 2 ⊕ Fin 2 → ℂ
```

A spinor field gives four complex numbers at each point. The component index is itself a disjoint union: left means upper, right means lower.

```lean
/-- The three Pauli matrices. -/
def pauli : Fin 3 → Matrix (Fin 2) (Fin 2) ℂ :=
  ![!![0, 1; 1, 0], !![0, -Complex.I; Complex.I, 0], !![1, 0; 0, -1]]
```

These are $\sigma_x,\sigma_y,\sigma_z$, numbered 0, 1, 2.

```lean
/-- The Dirac matrices `α_k`, with Pauli matrices in the off-diagonal blocks. -/
def alpha (k : Fin 3) : Matrix (Fin 2 ⊕ Fin 2) (Fin 2 ⊕ Fin 2) ℂ :=
  fromBlocks 0 (pauli k) (pauli k) 0
```

This is the standard representation,
$$\alpha_k=\begin{pmatrix}0&\sigma_k\\ \sigma_k&0\end{pmatrix}.$$

```lean
/-- The transition density `φ† M ψ` at the point `x`. -/
def density (M : Matrix (Fin 2 ⊕ Fin 2) (Fin 2 ⊕ Fin 2) ℂ) (φ ψ : Spinor) (x : Space) : ℂ :=
  ∑ c, ∑ d, star (φ x c) * M c d * ψ x d
```

For a $4\times4$ matrix $M$, the transition density is $\varphi^\dagger M\psi=\sum_{cd}\varphi_c^*M_{cd}\psi_d$. The identity gives the charge density, and $\alpha_k$ gives a component of the current density, up to constant factors.

```lean
/-- The interaction of two transition densities through `1/|x - y|`, for spinors whose
integral converges; the kernel is meant for `x ≠ y`. -/
def interaction (M : Matrix (Fin 2 ⊕ Fin 2) (Fin 2 ⊕ Fin 2) ℂ) (φ ψ φ' ψ' : Spinor) : ℂ :=
  ∫ x : Space, ∫ y : Space, density M φ ψ x * density M φ' ψ' y / ((‖x - y‖ : ℝ) : ℂ)
```

In formulas, this is
$$\iint \frac{(\varphi^\dagger M\psi)(x)\,(\varphi'^\dagger M\psi')(y)}{|x-y|}\,dy\,dx .$$
Lean gives a divergent integral the value 0, but the selection rules below do not rely on this, since there the integrand itself vanishes.

```lean
/-- The Coulomb integrals `(pq,rs)` of a spinor basis. -/
def coulombInt (χ : L ⊕ S → Spinor) (p q r s : L ⊕ S) : ℂ :=
  interaction 1 (χ p) (χ q) (χ r) (χ s)
```

With basis spinors $\chi_p$ and $M=1$ we get the Coulomb integrals $(pq,rs)$ in charge-cloud order: $p,q$ belong to the first electron and $r,s$ to the second.

```lean
/-- The Gaunt integrals of a spinor basis, from the operator `-α₁·α₂/r₁₂`. -/
def gauntInt (χ : L ⊕ S → Spinor) (p q r s : L ⊕ S) : ℂ :=
  -∑ k, interaction (alpha k) (χ p) (χ q) (χ r) (χ s)
```

The Gaunt interaction $-\boldsymbol\alpha_1\cdot\boldsymbol\alpha_2/r_{12}$ is the magnetic coupling of the two electrons' currents. Its integrals sum over the three directions $k$.

## Purity and two selection rules

```lean
/-- Spinors labelled by `L` have only upper components, those labelled by `S` only lower ones. -/
def ComponentPure (χ : L ⊕ S → Spinor) : Prop :=
  ∀ p x c, p.isLeft ≠ c.isLeft → χ p x c = 0
```

The function `isLeft` tells which side of a disjoint union an element comes from. The condition says that $\chi_p$ has no lower components for $p\in L$ and no upper ones for $p\in S$. It expresses the usual separate expansion of the large and small components. Orthonormality, kinetic balance and atomic symmetry are not required.

```lean
/-- `(pq,rs)` vanishes unless `p,q` share a block and `r,s` share a block. -/
def SameBlockRule (g : L ⊕ S → L ⊕ S → L ⊕ S → L ⊕ S → ℂ) : Prop :=
  ∀ p q r s, ¬(p.isLeft = q.isLeft ∧ r.isLeft = s.isLeft) → g p q r s = 0
```

Here `g p q r s` is any array of numbers $(pq,rs)$. It must vanish unless $p,q$ share a block and $r,s$ share a block. The two pairs may lie in different blocks, so $(LL,SS)$ is allowed.

```lean
/-- `(pq,rs)` vanishes unless `p,q` lie in different blocks and so do `r,s`. -/
def CrossBlockRule (g : L ⊕ S → L ⊕ S → L ⊕ S → L ⊕ S → ℂ) : Prop :=
  ∀ p q r s, ¬(p.isLeft ≠ q.isLeft ∧ r.isLeft ≠ s.isLeft) → g p q r s = 0
```

This is the opposite rule: both pairs must straddle the blocks.

## Contractions with the density matrix

```lean
/-- The direct matrix `J(D)_pq = ∑ (pq,rs) D_sr`. -/
def direct [Fintype R] [Fintype T] (g : P → Q → R → T → ℂ) (D : Matrix T R ℂ) :
    Matrix P Q ℂ :=
  Matrix.of fun p q => ∑ r, ∑ s, g p q r s * D s r
```

This is $J(D)_{pq}=\sum_{rs}(pq,rs)D_{sr}$. For occupied orbitals with coefficients $c_{si}$, the convention corresponds to $D_{sr}=\sum_i c_{si}c_{ri}^*$, although the theorems allow any complex matrix $D$.

```lean
/-- The exchange matrix `K(D)_pq = ∑ (ps,rq) D_sr`. -/
def exchange [Fintype R] [Fintype T] (g : P → T → R → Q → ℂ) (D : Matrix T R ℂ) :
    Matrix P Q ℂ :=
  Matrix.of fun p q => ∑ r, ∑ s, g p s r q * D s r
```

This is $K(D)_{pq}=\sum_{rs}(ps,rq)D_{sr}$. The order of the indices on $D$ matters. For Coulomb integrals over pure spinors, writing $D_{rs}$ here would make $K_{LS}$ depend on $D_{SL}$ instead of $D_{LS}$, and the block pattern of $J$ would not reveal the error, because it survives the same change.

```lean
/-- The integrals with each index restricted to a chosen block. -/
def sub {B : Type*} (g : B → B → B → B → ℂ) (a : P → B) (b : Q → B) (c : R → B) (d : T → B) :
    P → Q → R → T → ℂ :=
  fun p q r s => g (a p) (b q) (c r) (d s)
```

`sub` restricts each of the four indices to a block. For instance, `sub g inl inl inr inr` is the class $(LL,SS)$. Since `direct` and `exchange` allow a different index set in each position (finite where it is summed over), they apply to these classes as well as to the full array.

## From pure spinors to the selection rules

```lean
/-- The Dirac matrices do not connect two upper or two lower components. -/
theorem alpha_eq_zero (k : Fin 3) {c d : Fin 2 ⊕ Fin 2} (h : c.isLeft = d.isLeft) :
    alpha k c d = 0 := by
  rcases c with c | c <;> rcases d with d | d <;> simp_all [alpha]
```

If $c$ and $d$ are both upper or both lower, $(\alpha_k)_{cd}$ lies in a zero diagonal block. The proof goes through the four combinations.

```lean
/-- For component-pure spinors, a transition density vanishes if its matrix has no element
between the components carried by the two spinors. -/
theorem density_eq_zero {χ : L ⊕ S → Spinor} (hχ : ComponentPure χ)
    {M : Matrix (Fin 2 ⊕ Fin 2) (Fin 2 ⊕ Fin 2) ℂ} {p q : L ⊕ S}
    (hM : ∀ c d, p.isLeft = c.isLeft → q.isLeft = d.isLeft → M c d = 0) (x : Space) :
    density M (χ p) (χ q) x = 0 := by
  unfold density
  refine Finset.sum_eq_zero fun c _ => Finset.sum_eq_zero fun d _ => ?_
  by_cases hc : p.isLeft = c.isLeft
  · by_cases hd : q.isLeft = d.isLeft
    · simp [hM c d hc hd]
    · simp [hχ q x d hd]
  · simp [hχ p x c hc]
```

Suppose $M_{cd}=0$ whenever $c$ is a component that $\chi_p$ may carry and $d$ one that $\chi_q$ may carry. In each term $\chi_{p,c}^*M_{cd}\chi_{q,d}$, either $c$ is of the wrong kind for $\chi_p$, or $d$ is of the wrong kind for $\chi_q$, or $M_{cd}=0$. Every term vanishes, and so does the sum. The two `by_cases` lines make this threefold distinction.

```lean
/-- Coulomb integrals over component-pure spinors obey the same-block rule. -/
theorem coulombInt_sameBlock {χ : L ⊕ S → Spinor} (hχ : ComponentPure χ) :
    SameBlockRule (coulombInt χ) := by
  -- a large and a small spinor have no overlap density
  have h0 : ∀ p q : L ⊕ S, p.isLeft ≠ q.isLeft → ∀ x, density 1 (χ p) (χ q) x = 0 :=
    fun p q h x => density_eq_zero hχ (fun c d hc hd => Matrix.one_apply_ne (by
      rintro rfl
      exact h (hc.trans hd.symm))) x
  intro p q r s h
  rcases not_and_or.mp h with h | h
  · simp [coulombInt, interaction, h0 p q h]
  · simp [coulombInt, interaction, h0 r s h]
```

For $M=1$, a nonzero element needs $c=d$. If $p$ and $q$ lie in different blocks, their spinors share no component, so $\chi_p^\dagger\chi_q=0$ everywhere; this is `h0`. An integral that breaks the rule contains such a density for electron 1 or electron 2, and its integrand is zero.

Without purity the block structure can fail. Take one label in each block, a normalised Gaussian $f$, and the spinors $\chi_L=(f,0,0,0)$ and $\chi_S=(f,0,f,0)$, so that $\chi_S$ is impure. Then $\chi_L^\dagger\chi_S=\chi_S^\dagger\chi_L=\chi_L^\dagger\chi_L=|f|^2$. Let $U>0$ be the Coulomb integral of $|f|^2$ with itself. If $\chi_L$ is the only occupied orbital, $D_{LL}=1$ is the only nonzero element of $D$, and then $J_{LS}=(LS,LL)=U$ and $K_{SS}=(SL,LS)=U$. Thus $J$ is not block diagonal, and $K_{SS}$ is nonzero although $D_{SS}=0$.

```lean
/-- Gaunt integrals over component-pure spinors obey the cross-block rule. -/
theorem gauntInt_crossBlock {χ : L ⊕ S → Spinor} (hχ : ComponentPure χ) :
    CrossBlockRule (gauntInt χ) := by
  -- two spinors of the same kind have no current density
  have h0 : ∀ p q : L ⊕ S, p.isLeft = q.isLeft →
      ∀ k x, density (alpha k) (χ p) (χ q) x = 0 :=
    fun p q h k x => density_eq_zero hχ
      (fun c d hc hd => alpha_eq_zero k (hc.symm.trans (h.trans hd))) x
  intro p q r s h
  rcases not_and_or.mp h with h | h
  · simp [gauntInt, interaction, h0 p q (not_not.mp h)]
  · simp [gauntInt, interaction, h0 r s (not_not.mp h)]
```

For $M=\alpha_k$ the roles are reversed. Two spinors of the same kind carry components that $\alpha_k$ does not connect, so their current density vanishes for every $k$. A Gaunt integral therefore survives only if both pairs are mixed.

## Coulomb: each exchange block from its own density block

```lean
/-- Under the same-block rule `J(D)` is block diagonal and built from `D_LL` and `D_SS`, while
each block of `K(D)` is built from the same block of `D`. -/
theorem sameBlock_direct_exchange [Fintype L] [Fintype S]
    {g : L ⊕ S → L ⊕ S → L ⊕ S → L ⊕ S → ℂ} (hg : SameBlockRule g)
    (D : Matrix (L ⊕ S) (L ⊕ S) ℂ) :
    direct g D = fromBlocks
      (direct (sub g inl inl inl inl) D.toBlocks₁₁ + direct (sub g inl inl inr inr) D.toBlocks₂₂)
      0 0
      (direct (sub g inr inr inl inl) D.toBlocks₁₁ + direct (sub g inr inr inr inr) D.toBlocks₂₂) ∧
    exchange g D = fromBlocks
      (exchange (sub g inl inl inl inl) D.toBlocks₁₁)
      (exchange (sub g inl inl inr inr) D.toBlocks₁₂)
      (exchange (sub g inr inr inl inl) D.toBlocks₂₁)
      (exchange (sub g inr inr inr inr) D.toBlocks₂₂) := by
  have h1 : ∀ p q r s, g (inl p) (inr q) r s = 0 := fun _ _ _ _ => hg _ _ _ _ (by simp)
  have h2 : ∀ p q r s, g (inr p) (inl q) r s = 0 := fun _ _ _ _ => hg _ _ _ _ (by simp)
  have h3 : ∀ p q r s, g p q (inl r) (inr s) = 0 := fun _ _ _ _ => hg _ _ _ _ (by simp)
  have h4 : ∀ p q r s, g p q (inr r) (inl s) = 0 := fun _ _ _ _ => hg _ _ _ _ (by simp)
  -- split every sum into its L and S parts
  constructor <;> ext (p | p) (q | q) <;>
    simp [direct, exchange, sub, Fintype.sum_sum_type, toBlocks₁₁, toBlocks₁₂, toBlocks₂₁,
      toBlocks₂₂, h1, h2, h3, h4]
```

`fromBlocks` lists the blocks in the order $LL$, $LS$, $SL$, $SS$, and `D.toBlocks₁₁`, `₁₂`, `₂₁`, `₂₂` are the same blocks of $D$. The theorem holds for finite `L` and `S` and any array that obeys the same-block rule.

For $J$, split the sums over $r$ and $s$ into their $L$ and $S$ parts. Terms with $r,s$ in different blocks vanish, so for $p,q$ in the same block
$$J_{pq}=\sum_{r,s\in L}(pq,rs)D_{sr}+\sum_{r,s\in S}(pq,rs)D_{sr}.$$
For $p,q$ in different blocks every integral vanishes, and $J_{pq}=0$.

For $K$, the integral $(ps,rq)$ requires $s$ in the block of $p$ and $r$ in the block of $q$. Hence $D_{sr}$ comes from the same block as $K_{pq}$. For example,
$$K_{pq}=\sum_{s\in L,\;r\in S}(ps,rq)D_{sr}\qquad(p\in L,\ q\in S).$$

In the proof, `h1` to `h4` record the forbidden integrals. `ext` compares the matrices element by element, and `Fintype.sum_sum_type` splits the sums.

## Gaunt: both block labels flip in exchange

```lean
/-- Under the cross-block rule `J(D)` is block off-diagonal and built from `D_LS` and `D_SL`,
while `K(D)` takes its LL, LS, SL, SS blocks from `D_SS`, `D_SL`, `D_LS`, `D_LL`. -/
theorem crossBlock_direct_exchange [Fintype L] [Fintype S]
    {g : L ⊕ S → L ⊕ S → L ⊕ S → L ⊕ S → ℂ} (hg : CrossBlockRule g)
    (D : Matrix (L ⊕ S) (L ⊕ S) ℂ) :
    direct g D = fromBlocks 0
      (direct (sub g inl inr inl inr) D.toBlocks₂₁ + direct (sub g inl inr inr inl) D.toBlocks₁₂)
      (direct (sub g inr inl inl inr) D.toBlocks₂₁ + direct (sub g inr inl inr inl) D.toBlocks₁₂)
      0 ∧
    exchange g D = fromBlocks
      (exchange (sub g inl inr inr inl) D.toBlocks₂₂)
      (exchange (sub g inl inr inl inr) D.toBlocks₂₁)
      (exchange (sub g inr inl inr inl) D.toBlocks₁₂)
      (exchange (sub g inr inl inl inr) D.toBlocks₁₁) := by
  have h1 : ∀ p q r s, g (inl p) (inl q) r s = 0 := fun _ _ _ _ => hg _ _ _ _ (by simp)
  have h2 : ∀ p q r s, g (inr p) (inr q) r s = 0 := fun _ _ _ _ => hg _ _ _ _ (by simp)
  have h3 : ∀ p q r s, g p q (inl r) (inl s) = 0 := fun _ _ _ _ => hg _ _ _ _ (by simp)
  have h4 : ∀ p q r s, g p q (inr r) (inr s) = 0 := fun _ _ _ _ => hg _ _ _ _ (by simp)
  constructor <;> ext (p | p) (q | q) <;>
    simp [direct, exchange, sub, Fintype.sum_sum_type, toBlocks₁₁, toBlocks₁₂, toBlocks₂₁,
      toBlocks₂₂, h1, h2, h3, h4]
```

Now $J_{pq}$ needs $p,q$ in different blocks and also $r,s$ in different blocks. This leaves $J_{LS}$ and $J_{SL}$, each built from $D_{SL}$ and $D_{LS}$. In $K_{pq}$, $s$ must lie opposite to $p$ and $r$ opposite to $q$. So $K_{LL}$ comes from $D_{SS}$, $K_{SS}$ from $D_{LL}$, $K_{LS}$ from $D_{SL}$ and $K_{SL}$ from $D_{LS}$. The proof is the same, except that `h1` to `h4` now record the integrals in which $p,q$ or $r,s$ share a block.

## From the exchange pattern back to the integrals

```lean
/-- If each block of `K(D)` vanishes whenever the same block of `D` does, the integrals obey
the same-block rule. -/
theorem sameBlock_of_exchange [Fintype L] [Fintype S]
    {g : L ⊕ S → L ⊕ S → L ⊕ S → L ⊕ S → ℂ}
    (h : ∀ (D : Matrix (L ⊕ S) (L ⊕ S) ℂ) (p q : L ⊕ S),
      (∀ s r, s.isLeft = p.isLeft → r.isLeft = q.isLeft → D s r = 0) → exchange g D p q = 0) :
    SameBlockRule g := by
  classical
  intro p q r s hn
  -- a density matrix with the single element D_qr picks out one integral
  have key := h (Matrix.of fun a b => if a = q then (if b = r then 1 else 0) else 0) p s (by
    intro a b ha hb
    by_cases haq : a = q
    · by_cases hbr : b = r
      · subst haq hbr
        exact absurd ⟨ha.symm, hb⟩ hn
      · simp [hbr]
    · simp [haq])
  simpa [exchange] using key
```

The hypothesis says that, for every $D$, a block of $K(D)$ vanishes whenever the same block of $D$ vanishes. The conclusion is the same-block rule.

Take an integral $(pq,rs)$ that the rule forbids, and let $D$ have the single nonzero element $D_{qr}=1$. Then
$$K(D)_{ps}=\sum_{r's'}(ps',r's)D_{s'r'}=(pq,rs).$$
The element $D_{qr}$ would lie in the same block as $K_{ps}$ only if $q$ shared a block with $p$ and $r$ with $s$, which is excluded. That block of $D$ is therefore zero, so $K(D)_{ps}=0$ and the integral vanishes. In Lean, `key` is this instance of the hypothesis, and the last line evaluates the sum.

## Nonzero arrays that obey the rules

```lean
/-- Products of identity elements obey the same-block rule, products of elements of `α_x` obey
the cross-block rule, and `α_x` has an element equal to one. -/
theorem blockRules_witness :
    SameBlockRule (fun p q r s : Fin 2 ⊕ Fin 2 =>
      (1 : Matrix (Fin 2 ⊕ Fin 2) (Fin 2 ⊕ Fin 2) ℂ) p q *
        (1 : Matrix (Fin 2 ⊕ Fin 2) (Fin 2 ⊕ Fin 2) ℂ) r s) ∧
    CrossBlockRule (fun p q r s => alpha 0 p q * alpha 0 r s) ∧
    alpha 0 (inl 0) (inr 1) = 1 := by
  refine ⟨fun p q r s h => ?_, fun p q r s h => ?_, by simp [alpha, pauli]⟩
  · rcases not_and_or.mp h with h | h
    · have hne : p ≠ q := fun e => h (congrArg Sum.isLeft e)
      simp [Matrix.one_apply_ne hne]
    · have hne : r ≠ s := fun e => h (congrArg Sum.isLeft e)
      simp [Matrix.one_apply_ne hne]
  · rcases not_and_or.mp h with h | h
    · simp [alpha_eq_zero 0 (not_not.mp h)]
    · simp [alpha_eq_zero 0 (not_not.mp h)]

end

end DiracHartreeFockBlocks
```

With two labels in each block, $\delta_{pq}\delta_{rs}$ obeys the same-block rule and $(\alpha_x)_{pq}(\alpha_x)_{rs}$ obeys the cross-block rule. The last part, $(\alpha_x)_{14}=1$ in the usual numbering, shows that the second array is not identically zero; the first equals 1 at $p=q=r=s$. Both are products of matrix elements and involve no integration over space.

```lean
#print axioms DiracHartreeFockBlocks.gauntInt_crossBlock
#print axioms DiracHartreeFockBlocks.sameBlock_direct_exchange
#print axioms DiracHartreeFockBlocks.crossBlock_direct_exchange
#print axioms DiracHartreeFockBlocks.sameBlock_of_exchange
```

```
'DiracHartreeFockBlocks.gauntInt_crossBlock' depends on axioms: [propext, Classical.choice, Quot.sound]
'DiracHartreeFockBlocks.sameBlock_direct_exchange' depends on axioms: [propext, Classical.choice, Quot.sound]
'DiracHartreeFockBlocks.crossBlock_direct_exchange' depends on axioms: [propext, Classical.choice, Quot.sound]
'DiracHartreeFockBlocks.sameBlock_of_exchange' depends on axioms: [propext, Classical.choice, Quot.sound]
```
